# At a repeated nonzero decay factor, the lattice solutions are powers times polynomials

A search for edge states on a half-infinite chain that combines only pure powers $z^n$, where $n$ is the site number, can miss a bound state when two decay factors $z$ coincide. For a nonzero factor repeated $m$ times, the complete set of solutions belonging to that factor is $p(n)z^n$ with $p$ a complex polynomial of degree below $m$, and the nonzero ones are square summable exactly when $|z|<1$.

```lean
import Mathlib

open Polynomial Filter Topology

namespace CoalescingDecayFactors

noncomputable section

/-- The shift by one lattice site on half-infinite sequences of amplitudes,
`(S a)_n = a_(n+1)`. -/
def shift : Module.End ℂ (ℕ → ℂ) where
  toFun a := fun n => a (n + 1)
  map_add' _ _ := rfl
  map_smul' _ _ := rfl

/-- The operator `S - z` belonging to the decay factor `z`. -/
def modeOp (z : ℂ) : Module.End ℂ (ℕ → ℂ) :=
  shift - z • (1 : Module.End ℂ (ℕ → ℂ))

/-- The sequence `p(n) z^n`: a power of the decay factor with a polynomial prefactor. -/
def polyMode (z : ℂ) (p : ℂ[X]) : ℕ → ℂ := fun n => p.eval (n : ℂ) * z ^ n

/-- On each site, `S - z` gives `a_(n+1) - z a_n`. -/
theorem modeOp_apply (z : ℂ) (a : ℕ → ℂ) (n : ℕ) :
    modeOp z a n = a (n + 1) - z * a n := rfl

/-- A sequence annihilated by `S - z` is the pure power `z^n` times its value on the
first site. -/
theorem eq_pow_of_modeOp {z : ℂ} {a : ℕ → ℂ} (h : modeOp z a = 0) (n : ℕ) :
    a n = z ^ n * a 0 := by
  induction n with
  | zero => simp
  | succ n ih =>
    have h1 : a (n + 1) - z * a n = 0 := congrFun h n
    rw [pow_succ]
    linear_combination h1 + z * ih

/-- The difference `p(x+1) - p(x)` of a polynomial of degree below `m + 1` has degree
below `m`. -/
theorem degree_difference_lt {p : ℂ[X]} {m : ℕ}
    (h : p.degree < ((m + 1 : ℕ) : WithBot ℕ)) :
    (p.comp (X + C 1) - p).degree < (m : WithBot ℕ) := by
  by_cases hp : p = 0
  · rw [hp, zero_comp, sub_zero, degree_zero]
    exact WithBot.bot_lt_coe m
  -- translation keeps the degree and the leading coefficient, which therefore cancels
  have hl : (p.comp (X + C 1)).leadingCoeff = p.leadingCoeff := by
    rw [leadingCoeff_comp (by rw [natDegree_X_add_C]; exact one_ne_zero),
      leadingCoeff_X_add_C, one_pow, mul_one]
  have hn : (p.comp (X + C 1)).natDegree = p.natDegree := by
    rw [natDegree_comp, natDegree_X_add_C, mul_one]
  have hq : p.comp (X + C 1) ≠ 0 := by
    rw [← leadingCoeff_ne_zero, hl]
    exact leadingCoeff_ne_zero.mpr hp
  have hd : (p.comp (X + C 1)).degree = p.degree := by
    rw [degree_eq_natDegree hq, degree_eq_natDegree hp, hn]
  have h1 := Polynomial.degree_sub_lt_left hd hq hl
  rw [hd, degree_eq_natDegree hp] at h1
  have h2 : p.natDegree < m + 1 := (natDegree_lt_iff_degree_lt hp).mpr h
  exact lt_of_lt_of_le h1 (by exact_mod_cast Nat.lt_succ_iff.mp h2)

/-- If `p` has degree below `m`, then `(S - z)^m` annihilates `p(n) z^n`. -/
theorem polyMode_solution (z : ℂ) {m : ℕ} {p : ℂ[X]} (h : p.degree < (m : WithBot ℕ)) :
    (modeOp z ^ m) (polyMode z p) = 0 := by
  induction m generalizing p with
  | zero =>
    have hp : p = 0 := by
      by_contra hp
      have := (natDegree_lt_iff_degree_lt hp).mpr h
      omega
    ext n
    simp [hp, polyMode]
  | succ m ih =>
    -- one application of `S - z` differentiates the prefactor discretely
    have hstep : modeOp z (polyMode z p) = z • polyMode z (p.comp (X + C 1) - p) := by
      ext n
      simp only [modeOp_apply, polyMode, Pi.smul_apply, smul_eq_mul, eval_sub, eval_comp,
        eval_add, eval_X, eval_C]
      push_cast
      ring
    rw [pow_succ, Module.End.mul_apply, hstep, LinearMap.map_smul,
      ih (degree_difference_lt h), smul_zero]

/-- A solution of `(S - z)^m a = 0` that vanishes on the first `m` sites vanishes
everywhere. -/
theorem eq_zero_of_initial {z : ℂ} {m : ℕ} {a : ℕ → ℂ} (h : (modeOp z ^ m) a = 0)
    (h0 : ∀ n < m, a n = 0) : a = 0 := by
  induction m generalizing a with
  | zero => simpa using h
  | succ m ih =>
    rw [pow_succ, Module.End.mul_apply] at h
    have hb : modeOp z a = 0 := ih h (fun n hn => by
      rw [modeOp_apply, h0 (n + 1) (by omega), h0 n (by omega)]
      ring)
    ext n
    rw [eq_pow_of_modeOp hb n, h0 0 (by omega)]
    simp

/-- For a nonzero decay factor `z`, the solutions of `(S - z)^m a = 0` are exactly the
sequences `p(n) z^n` with `p` a complex polynomial of degree below `m`. -/
theorem solution_iff {z : ℂ} (hz : z ≠ 0) (m : ℕ) (a : ℕ → ℂ) :
    (modeOp z ^ m) a = 0 ↔
      ∃ p : ℂ[X], p.degree < (m : WithBot ℕ) ∧ ∀ n : ℕ, a n = p.eval (n : ℂ) * z ^ n := by
  constructor
  · intro h
    -- interpolate the prefactor on the first `m` sites
    obtain ⟨p, hp, he⟩ : ∃ p : ℂ[X], p.degree < (m : WithBot ℕ) ∧
        ∀ n < m, p.eval (n : ℂ) = a n / z ^ n := by
      have hinj : Set.InjOn (fun n : ℕ => (n : ℂ)) (Finset.range m) :=
        fun i _ j _ hij => Nat.cast_injective hij
      refine ⟨Lagrange.interpolate (Finset.range m) (fun n : ℕ => (n : ℂ))
        (fun n => a n / z ^ n), ?_, fun n hn => ?_⟩
      · have hd := Lagrange.degree_interpolate_lt (fun n => a n / z ^ n) hinj
        rwa [Finset.card_range] at hd
      · exact Lagrange.eval_interpolate_at_node (fun n => a n / z ^ n) hinj
          (Finset.mem_range.mpr hn)
    have hzero : a - polyMode z p = 0 := by
      apply eq_zero_of_initial (z := z) (m := m)
      · rw [LinearMap.map_sub, h, polyMode_solution z hp, sub_zero]
      · intro n hn
        change a n - p.eval (n : ℂ) * z ^ n = 0
        rw [he n hn, div_mul_cancel₀ _ (pow_ne_zero n hz), sub_self]
    exact ⟨p, hp, fun n => congrFun (sub_eq_zero.mp hzero) n⟩
  · rintro ⟨p, hp, ha⟩
    have hap : a = polyMode z p := funext ha
    rw [hap]
    exact polyMode_solution z hp

/-- If `|z| ≥ 1`, a solution of `(S - z)^m a = 0` that tends to zero far from the edge
is zero. -/
theorem eq_zero_of_tendsto {z : ℂ} (hz : 1 ≤ ‖z‖) {m : ℕ} {a : ℕ → ℂ}
    (h : (modeOp z ^ m) a = 0) (ha : Tendsto a atTop (𝓝 0)) : a = 0 := by
  induction m generalizing a with
  | zero => simpa using h
  | succ m ih =>
    rw [pow_succ, Module.End.mul_apply] at h
    have h1 : Tendsto (fun n => a (n + 1) - z * a n) atTop (𝓝 (0 - z * 0)) :=
      (ha.comp (tendsto_add_atTop_nat 1)).sub (ha.const_mul z)
    rw [mul_zero, sub_zero] at h1
    have hb : modeOp z a = 0 := ih h h1
    -- a pure power with `|z| ≥ 1` never drops below its first amplitude
    have h2 : ‖a 0‖ ≤ ‖(0 : ℂ)‖ := ge_of_tendsto' ha.norm (fun n => by
      rw [eq_pow_of_modeOp hb n, norm_mul, norm_pow]
      exact le_mul_of_one_le_left (norm_nonneg _) (one_le_pow₀ hz))
    have h3 : a 0 = 0 := by simpa using h2
    ext n
    rw [eq_pow_of_modeOp hb n, h3]
    simp

/-- If `|z| < 1`, every solution of `(S - z)^m a = 0` is absolutely summable. -/
theorem summable_norm_solution {z : ℂ} (hz : ‖z‖ < 1) {m : ℕ} {a : ℕ → ℂ}
    (h : (modeOp z ^ m) a = 0) : Summable (fun n => ‖a n‖) := by
  induction m generalizing a with
  | zero =>
    have h0 : a = 0 := by simpa using h
    simp [h0]
  | succ m ih =>
    rw [pow_succ, Module.End.mul_apply] at h
    have hb := ih h
    refine summable_of_sum_range_le (c := (‖a 0‖ + ∑' n, ‖modeOp z a n‖) / (1 - ‖z‖))
      (fun n => norm_nonneg _) (fun N => ?_)
    rw [le_div_iff₀ (by linarith)]
    have h1 : ∑ n ∈ Finset.range N, ‖a n‖ ≤ ∑ n ∈ Finset.range (N + 1), ‖a n‖ := by
      rw [Finset.sum_range_succ]
      linarith [norm_nonneg (a N)]
    rw [Finset.sum_range_succ'] at h1
    -- sum the recursion `a_(n+1) = z a_n + b_n`
    have h2 : ∑ n ∈ Finset.range N, ‖a (n + 1)‖ ≤
        ‖z‖ * ∑ n ∈ Finset.range N, ‖a n‖ + ∑ n ∈ Finset.range N, ‖modeOp z a n‖ := by
      rw [Finset.mul_sum, ← Finset.sum_add_distrib]
      refine Finset.sum_le_sum (fun n _ => ?_)
      have e : a (n + 1) = z * a n + modeOp z a n := by
        rw [modeOp_apply]
        ring
      rw [e]
      exact (norm_add_le _ _).trans_eq (by rw [norm_mul])
    have h3 := hb.sum_le_tsum (Finset.range N) (fun _ _ => norm_nonneg _)
    nlinarith

/-- A nonzero solution of `(S - z)^m a = 0` is square summable if and only if
`|z| < 1`. -/
theorem square_summable_iff {z : ℂ} {m : ℕ} {a : ℕ → ℂ} (h : (modeOp z ^ m) a = 0)
    (ha : a ≠ 0) : Summable (fun n => ‖a n‖ ^ 2) ↔ ‖z‖ < 1 := by
  constructor
  · intro hs
    by_contra hz
    have ht := hs.tendsto_atTop_zero.sqrt
    simp only [Real.sqrt_sq_eq_abs, abs_norm, Real.sqrt_zero] at ht
    exact ha (eq_zero_of_tendsto (not_lt.mp hz) h (tendsto_zero_iff_norm_tendsto_zero.mpr ht))
  · intro hz
    have hs := summable_norm_solution hz h
    refine Summable.of_nonneg_of_le (fun n => sq_nonneg _) (fun n => ?_)
      (hs.mul_left (∑' k, ‖a k‖))
    rw [sq]
    exact mul_le_mul_of_nonneg_right (hs.le_tsum n (fun _ _ => norm_nonneg _))
      (norm_nonneg _)

/-- As a decay factor `w ≠ z` approaches `z`, the difference quotient of the powers
`w^n` and `z^n` tends to `n z^(n-1)` on every site `n`. -/
theorem coalescence_limit (z : ℂ) (n : ℕ) :
    Tendsto (fun w : ℂ => (w ^ n - z ^ n) / (w - z)) (𝓝[≠] z)
      (𝓝 ((n : ℂ) * z ^ (n - 1))) := by
  have h := hasDerivAt_iff_tendsto_slope.mp (hasDerivAt_pow n z)
  exact h.congr (fun w => slope_def_field _ _ _)

end

end CoalescingDecayFactors
```

```lean
#print axioms CoalescingDecayFactors.solution_iff
#print axioms CoalescingDecayFactors.square_summable_iff
#print axioms CoalescingDecayFactors.coalescence_limit
```

```
'CoalescingDecayFactors.solution_iff' depends on axioms: [propext, Classical.choice, Quot.sound]
'CoalescingDecayFactors.square_summable_iff' depends on axioms: [propext, Classical.choice, Quot.sound]
'CoalescingDecayFactors.coalescence_limit' depends on axioms: [propext, Classical.choice, Quot.sound]
```

## A missed edge state in the Kitaev chain

In a uniform non-interacting chain with finite-range hopping and one amplitude $a_n$ per site, the bulk equation at a fixed energy is a linear recursion with constant coefficients. Let $S$ be the shift, $(Sa)_n=a_{n+1}$. A root $z$ of multiplicity $m$ in the characteristic polynomial contributes a factor $(S-z)^m$.

For one Majorana species of the Kitaev chain, in a common sign convention, the zero-energy equation is

$$(t+\Delta)a_{n+1}+\mu a_n+(t-\Delta)a_{n-1}=0,\qquad n\ge 1,$$

with hopping $t$, pairing $\Delta$ and chemical potential $\mu$. Take $0<\Delta<t$ and $\mu^2=4(t^2-\Delta^2)$. Both roots are then $z=-\mu/[2(t+\Delta)]$, with $|z|^2=(t-\Delta)/(t+\Delta)<1$. Let the physical sites start at $n=1$, so that the open end requires $a_0=0$ on an auxiliary site. The pure power $a_0z^n$ then vanishes altogether, whereas $a_n=nz^n$ satisfies the condition and decays: it is the edge state.

The theorems treat a single factor $(S-z)^m$ with one complex amplitude per site. For a uniform chain with finite-range hopping and one amplitude per site, the edge states then follow by combining the decaying solutions that belong to the different roots and imposing the boundary conditions; this example does it by hand for one double root.

## Sequences, operators and degrees in Lean

A sequence of amplitudes is any function `ℕ → ℂ`, with no decay or boundary condition built in. `shift` is $S$, `modeOp z` is $S-z$, and `modeOp z ^ m` applies that operator $m$ times. The name "decay factor" is kept for every complex $z$, including $|z|\ge1$, where nothing decays.

`solution_iff` assumes $z\ne0$ and holds for every natural number $m$. The condition `p.degree < (m : WithBot ℕ)` admits the zero polynomial, whose degree is $-\infty$ in this convention. For $m=0$ the operator is the identity and only $a=0$ remains; for $m=1$ the prefactor is constant and $a_n=a_0z^n$.

`square_summable_iff` says that a nonzero solution has finite $\sum_n|a_n|^2$, and can therefore be normalised, if and only if $|z|<1$. It includes $z=0$, where a solution vanishes from site $m$ onwards. Such a solution may still be nonzero on site 1 if $m\ge2$, which $p(n)0^n$ never is, so the polynomial form fails for $z=0$ and $m\ge2$.

## Why the polynomial solutions are complete

Applying $S-z$ to $p(n)z^n$ gives

$$p(n+1)z^{n+1}-z\,p(n)z^n=z\,[p(n+1)-p(n)]\,z^n .$$

Translating a nonzero polynomial keeps its degree and leading coefficient, so the leading terms cancel and the degree drops; a constant gives zero. This is `degree_difference_lt`. After $m$ applications nothing is left of a polynomial of degree below $m$, which `polyMode_solution` proves by induction, with the displayed identity as `hstep`.

Next, a solution that vanishes on sites $0,\dots,m-1$ vanishes everywhere (`eq_zero_of_initial`). For $m=0$ the equation itself says $a=0$. For the step, let $(S-z)^{m+1}a=0$ with $a_0=\dots=a_m=0$, and put $b=(S-z)a$. Then $(S-z)^mb=0$, and $b_n=a_{n+1}-za_n=0$ for $n<m$, so $b=0$ by the induction hypothesis. Hence $a_{n+1}=za_n$, which gives $a_n=z^na_0=0$; the formula for $a_n$ is `eq_pow_of_modeOp`.

Now take any solution $a$ with $z\ne0$. Lagrange interpolation supplies a polynomial $p$ of degree below $m$ with $p(n)=a_n/z^n$ for $n<m$. The difference $a_n-p(n)z^n$ is again a solution and vanishes on the first $m$ sites, so it is zero. In `solution_iff` this difference is `hzero`.

## Why square summability depends only on $|z|$

Let $|z|<1$. `summable_norm_solution` shows by induction on $m$ that $\sum_n|a_n|$ converges. The case $m=0$ is trivial. For the step, $b=(S-z)a$ is absolutely summable by the induction hypothesis; write $B=\sum_n|b_n|$ and $A_N=\sum_{n<N}|a_n|$. From $a_{n+1}=za_n+b_n$,

$$A_N\le A_{N+1}=|a_0|+\sum_{n<N}|a_{n+1}|\le |a_0|+|z|A_N+B,$$

so $A_N\le(|a_0|+B)/(1-|z|)$ for all $N$. Since $|a_n|\le\sum_k|a_k|$, we have $|a_n|^2\le\left(\sum_k|a_k|\right)|a_n|$, and the squares are summable too.

Let $|z|\ge1$ and suppose the squares are summable. Then $|a_n|^2\to0$, hence $a_n\to0$. `eq_zero_of_tendsto` shows by induction that such a solution is zero. The case $m=0$ is again immediate. For the step, $b_n=a_{n+1}-za_n$ also tends to zero and solves the equation with one factor fewer, so $b=0$ and $a_n=z^na_0$. Now $|a_n|\ge|a_0|$ on every site, and the limit forces $a_0=0$. A nonzero solution therefore cannot be square summable.

## Two decay factors merging

For distinct factors $w$ and $z$, the combination $(w^n-z^n)/(w-z)$ solves $(S-w)(S-z)a=0$. On each fixed site it is the difference quotient of the function $z\mapsto z^n$, so as $w\to z$ it tends to the derivative:

$$\frac{w^n-z^n}{w-z}\longrightarrow nz^{n-1}.$$

This is `coalescence_limit`, obtained from Mathlib's derivative of a power. For $z\ne0$ the limit equals $(n/z)z^n$, a linear prefactor times the power: the second solution survives the merger in this form.
